# Real UHF for the half-filled Hubbard dimer at $S_z=0$: four stationary points for $U\le 2t$, eight for $U>2t$

Put one spin-up and one spin-down electron on two sites, with hopping amplitude $t>0$ and on-site repulsion $U>0$. Let the two orbitals be mirror images: $(\cos\frac a2,\sin\frac a2)$ for spin up and $(\sin\frac a2,\cos\frac a2)$ for spin down. The mean-field energy then depends on one angle,

$$E=-2t\sin a+\tfrac U2\sin^2 a,\qquad \frac{dE}{da}=\cos a\,(U\sin a-2t).$$

The factor $\cos a$ gives stationary points for every $U$. The other factor vanishes when $\sin a=2t/U$, which gives further points only if $U>2t$; at $U=2t$ they coincide with $a=\pi/2$.

In the full problem the two orbitals vary independently. The same threshold separates four stationary points from eight. For this two-site model, the result lists every solution that a real UHF self-consistent-field (SCF) calculation with one electron of each spin could converge to.

In Lean 4 with Mathlib:

```lean
import Mathlib

open Real

namespace HubbardDimerUHF

noncomputable section
```

## Two angles for two orbitals

Label the sites 0 and 1, as in the code. A real normalised orbital is $\phi_a=(\cos\frac a2,\sin\frac a2)$. As $a$ runs over $[0,2\pi)$, each such orbital occurs once up to sign, so counting pairs of angles counts distinct determinants.

```lean
/-- Real normalised orbital on the two sites of the dimer, with mixing angle `a / 2`. -/
def orbital (a : ℝ) : Fin 2 → ℝ := ![cos (a / 2), sin (a / 2)]
```

With spin up in $\phi_a$ and spin down in $\phi_b$, the energy is hopping plus repulsion between the site densities:

$$E(a,b)=-t\,[2\phi_a(0)\phi_a(1)+2\phi_b(0)\phi_b(1)]+U\sum_{i=0}^{1}\phi_a(i)^2\phi_b(i)^2 .$$

Complex orbitals and orbitals that mix the two spins are not covered.

```lean
/-- UHF energy of the dimer with one spin-up electron in `orbital a` and one spin-down electron
in `orbital b`: hopping `-t` between the sites and repulsion `U` on each site. -/
def uhfEnergy (t U a b : ℝ) : ℝ :=
  -t * (2 * orbital a 0 * orbital a 1 + 2 * orbital b 0 * orbital b 1)
    + U * ∑ i, orbital a i ^ 2 * orbital b i ^ 2
```

A point is stationary when both partial derivatives vanish. `HasDerivAt` with value `0` says that the derivative exists and is zero, in one angle at a time.

```lean
/-- Both partial derivatives of the UHF energy vanish at `(a, b)`. -/
def IsStationary (t U a b : ℝ) : Prop :=
  HasDerivAt (fun x => uhfEnergy t U x b) 0 a ∧ HasDerivAt (fun y => uhfEnergy t U a y) 0 b
```

The set to be counted contains the stationary pairs with both angles in $[0,2\pi)$. Nothing in this definition distinguishes minima from saddle points or maxima, and the theorems do not classify them.

```lean
/-- The stationary points of the UHF energy with both angles in `[0, 2π)`. -/
def solutions (t U : ℝ) : Set (ℝ × ℝ) :=
  {p | p.1 ∈ Set.Ico 0 (2 * π) ∧ p.2 ∈ Set.Ico 0 (2 * π) ∧ IsStationary t U p.1 p.2}
```

Four candidates put each electron in the bonding orbital ($\pi/2$) or the antibonding orbital ($3\pi/2$).

```lean
/-- The four pairs of angles taken from `π/2` and `3π/2`. -/
def fourPoints : Finset (ℝ × ℝ) := {π / 2, 3 * π / 2} ×ˢ {π / 2, 3 * π / 2}
```

Four more depend on an angle $\theta$, which will be $\arcsin(2t/U)$. In $(\theta,\pi-\theta)$ and $(\pi-\theta,\theta)$ the two spins prefer opposite sites. In $(\theta+\pi,\theta+\pi)$ and $(2\pi-\theta,2\pi-\theta)$ both prefer the same site.

```lean
/-- The points of `fourPoints` together with four points that depend on an angle `θ`. -/
def eightPoints (θ : ℝ) : Finset (ℝ × ℝ) :=
  insert (θ, π - θ) (insert (π - θ, θ) (insert (θ + π, θ + π)
    (insert (2 * π - θ, 2 * π - θ) fourPoints)))
```

## The energy in trigonometric form

The hopping term uses $2\cos\frac a2\sin\frac a2=\sin a$. The densities are $\cos^2\frac a2=\frac{1+\cos a}2$ and $\sin^2\frac a2=\frac{1-\cos a}2$, so the repulsion sum is

$$\tfrac14\big[(1+\cos a)(1+\cos b)+(1-\cos a)(1-\cos b)\big]=\tfrac12(1+\cos a\cos b).$$

Hence $E(a,b)=-t(\sin a+\sin b)+\frac U2(1+\cos a\cos b)$. In the proof, `hs` and `hc` are the double-angle formulas, and `linear_combination` closes the remaining identity with $\sin^2+\cos^2=1$.

```lean
/-- The UHF energy as a trigonometric function of the two orbital angles. -/
theorem uhfEnergy_eq (t U a b : ℝ) :
    uhfEnergy t U a b = -t * (sin a + sin b) + U / 2 * (1 + cos a * cos b) := by
  have o0 : ∀ x, orbital x 0 = cos (x / 2) := fun _ => rfl
  have o1 : ∀ x, orbital x 1 = sin (x / 2) := fun _ => rfl
  have e : ∀ x : ℝ, 2 * (x / 2) = x := fun x => by ring
  have hs : ∀ x, sin x = 2 * sin (x / 2) * cos (x / 2) := fun x => by
    have h := Real.sin_two_mul (x / 2)
    rwa [e] at h
  have hc : ∀ x, cos x = 2 * cos (x / 2) ^ 2 - 1 := fun x => by
    have h := Real.cos_two_mul (x / 2)
    rwa [e] at h
  simp only [uhfEnergy, Fin.sum_univ_two, o0, o1]
  rw [hs a, hs b, hc a, hc b]
  linear_combination U * sin (b / 2) ^ 2 * Real.sin_sq_add_cos_sq (a / 2)
    + U * (1 - cos (a / 2) ^ 2) * Real.sin_sq_add_cos_sq (b / 2)
```

## Solving the two stationarity equations

The derivative with respect to the first angle is

$$\partial_aE=-t\cos a-\tfrac U2\sin a\cos b .$$

An SCF program meets this same quantity as a matrix element. The spin-up Fock matrix has diagonal entries $U\phi_b(0)^2$ and $U\phi_b(1)^2$ and off-diagonal entries $-t$. Its element between the occupied orbital $\phi_a$ and the virtual orbital $(-\sin\frac a2,\cos\frac a2)$ equals $\partial_aE$, and convergence means that this element and its spin-down partner are zero.

Write $k=2t/U$. Multiplying both derivatives by $-2/U$ gives

$$k\cos a+\sin a\cos b=0,\qquad k\cos b+\sin b\cos a=0 .$$

If $\cos a=0$, the second equation gives $\cos b=0$. Otherwise, multiply the second equation by $\sin a$ and replace $\sin a\cos b$ by $-k\cos a$. Dividing by $\cos a$ leaves $\sin a\sin b=k^2$. Squaring the first equation then yields

$$k^2(1-\sin^2a)=\sin^2a\,(1-\sin^2b)=\sin^2a-k^4,$$

that is, $(\sin^2a-k^2)(1+k^2)=0$. So $\sin a=\pm k$, and the product of the sines gives $\sin b=\sin a$. The first equation gives $\cos b=-\cos a$ for the upper sign and $\cos b=\cos a$ for the lower. Substitution shows that all three families are stationary.

In the proof, `d` computes the derivative and `sw` uses the symmetry $E(a,b)=E(b,a)$ to obtain the other one. The equations above are `g1` and `g2`, the product of the sines is `hsr`, and the factorised condition is `hf`.

```lean
/-- A point is stationary exactly if both cosines vanish, or both sines are `2t/U` with opposite
cosines, or both sines are `-2t/U` with equal cosines. -/
theorem isStationary_iff {t U : ℝ} (ht : 0 < t) (hU : 0 < U) (a b : ℝ) :
    IsStationary t U a b ↔ (cos a = 0 ∧ cos b = 0) ∨
      (sin a = 2 * t / U ∧ sin b = 2 * t / U ∧ cos b = -cos a) ∨
      (sin a = -(2 * t / U) ∧ sin b = -(2 * t / U) ∧ cos b = cos a) := by
  have d : ∀ x y, HasDerivAt (fun z => uhfEnergy t U z y)
      (-(t * cos x + U / 2 * (sin x * cos y))) x := fun x y => by
    have e : (fun z => uhfEnergy t U z y) =
        fun z => -t * (sin z + sin y) + U / 2 * (1 + cos z * cos y) :=
      funext fun z => uhfEnergy_eq t U z y
    rw [e]
    exact ((((Real.hasDerivAt_sin x).add_const (sin y)).const_mul (-t)).fun_add
      ((((Real.hasDerivAt_cos x).mul_const (cos y)).const_add 1).const_mul (U / 2))).congr_deriv
        (by ring)
  have sw : (fun y => uhfEnergy t U a y) = fun y => uhfEnergy t U y a :=
    funext fun y => by rw [uhfEnergy_eq, uhfEnergy_eq]; ring
  have hk : U * (2 * t / U) = 2 * t := by field_simp
  have kpos : 0 < 2 * t / U := by positivity
  unfold IsStationary
  rw [sw]
  generalize 2 * t / U = k at hk kpos ⊢
  constructor
  · rintro ⟨h1, h2⟩
    have q1 := h1.unique (d a b)
    have q2 := h2.unique (d b a)
    have g1 : k * cos a + sin a * cos b = 0 := by
      apply mul_left_cancel₀ hU.ne'
      linear_combination cos a * hk + 2 * q1
    have g2 : k * cos b + sin b * cos a = 0 := by
      apply mul_left_cancel₀ hU.ne'
      linear_combination cos b * hk + 2 * q2
    by_cases hx : cos a = 0
    · refine Or.inl ⟨hx, mul_left_cancel₀ kpos.ne' ?_⟩
      linear_combination g2 - sin b * hx
    · right
      -- since cos a ≠ 0, the two equations force the product of the sines to be k²
      have hsr : sin a * sin b = k ^ 2 := by
        apply mul_right_cancel₀ hx
        linear_combination sin a * g2 - k * g1
      have hf : (sin a - k) * (sin a + k) * (1 + k ^ 2) = 0 := by
        linear_combination (sin a * cos b - k * cos a) * g1
          - sin a ^ 2 * Real.sin_sq_add_cos_sq b + k ^ 2 * Real.sin_sq_add_cos_sq a
          + (sin a * sin b + k ^ 2) * hsr
      have hne : 1 + k ^ 2 ≠ 0 := by positivity
      rcases mul_eq_zero.1 ((mul_eq_zero.1 hf).resolve_right hne) with h | h
      · have hs : sin a = k := by linarith
        rw [hs] at hsr g1
        exact Or.inl ⟨hs, mul_left_cancel₀ kpos.ne' (by linear_combination hsr),
          mul_left_cancel₀ kpos.ne' (by linear_combination g1)⟩
      · have hs : sin a = -k := by linarith
        rw [hs] at hsr g1
        exact Or.inr ⟨hs, mul_left_cancel₀ kpos.ne' (by linear_combination -hsr),
          mul_left_cancel₀ kpos.ne' (by linear_combination -g1)⟩
  · intro h
    refine ⟨(d a b).congr_deriv ?_, (d b a).congr_deriv ?_⟩ <;>
      rcases h with ⟨x, y⟩ | ⟨s, r, y⟩ | ⟨s, r, y⟩
    · rw [x, y]; ring
    · rw [s, y]; linear_combination (cos a / 2) * hk
    · rw [s, y]; linear_combination (cos a / 2) * hk
    · rw [x, y]; ring
    · rw [r, y]; linear_combination (-(cos a) / 2) * hk
    · rw [r, y]; linear_combination (cos a / 2) * hk
```

## From sines and cosines to angles

If $a$ and $c$ in $[0,2\pi)$ have equal sines and cosines, then $\cos(a-c)=\cos^2c+\sin^2c=1$. Since $|a-c|<2\pi$, it follows that $a=c$.

```lean
/-- An angle in `[0, 2π)` is determined by its cosine and sine. -/
theorem angle_ext {a c : ℝ} (ha : a ∈ Set.Ico 0 (2 * π)) (hc : c ∈ Set.Ico 0 (2 * π))
    (h1 : cos a = cos c) (h2 : sin a = sin c) : a = c := by
  have h : cos (a - c) = 1 := by
    rw [Real.cos_sub, h1, h2]
    linear_combination Real.sin_sq_add_cos_sq c
  have := (Real.cos_eq_one_iff_of_lt_of_lt (by linarith [ha.1, hc.2])
    (by linarith [ha.2, hc.1])).1 h
  linarith
```

If $\cos a=0$, then $\sin a=\pm1$, and the preceding lemma identifies $a$ as $\pi/2$ or $3\pi/2$.

```lean
/-- In `[0, 2π)` the cosine vanishes exactly at `π/2` and `3π/2`. -/
theorem cos_zero_iff (a : ℝ) :
    (a ∈ Set.Ico 0 (2 * π) ∧ cos a = 0) ↔ (a = π / 2 ∨ a = 3 * π / 2) := by
  have hp := Real.pi_pos
  have e : 3 * π / 2 = π / 2 + π := by ring
  have i1 : π / 2 ∈ Set.Ico 0 (2 * π) := ⟨by linarith, by linarith⟩
  have i3 : 3 * π / 2 ∈ Set.Ico 0 (2 * π) := ⟨by linarith, by linarith⟩
  have c3 : cos (3 * π / 2) = 0 := by rw [e, Real.cos_add_pi, Real.cos_pi_div_two, neg_zero]
  constructor
  · rintro ⟨ha, h⟩
    have hf : (sin a - 1) * (sin a + 1) = 0 := by
      linear_combination Real.sin_sq_add_cos_sq a - cos a * h
    rcases mul_eq_zero.1 hf with s | s
    · exact Or.inl (angle_ext ha i1 (by rw [h, Real.cos_pi_div_two])
        (by rw [Real.sin_pi_div_two]; linarith))
    · exact Or.inr (angle_ext ha i3 (by rw [h, c3])
        (by rw [e, Real.sin_add_pi, Real.sin_pi_div_two]; linarith))
  · rintro (h | h) <;> rw [h]
    · exact ⟨i1, Real.cos_pi_div_two⟩
    · exact ⟨i3, c3⟩
```

## Weak repulsion leaves only the symmetry orbitals

For $U\le2t$ we have $k\ge1$. A point in the second or third family has $\sin^2a=\sin^2b=k^2\ge1$, which forces both cosines to vanish. These families therefore add nothing to the four pairs built from $\pi/2$ and $3\pi/2$. The helper `hz` carries out this argument, including the boundary case $U=2t$.

```lean
/-- For `U ≤ 2t` the stationary points with both angles in `[0, 2π)` are the four pairs of angles
from `π/2` and `3π/2`. -/
theorem solutions_weak {t U : ℝ} (ht : 0 < t) (hU : 0 < U) (h : U ≤ 2 * t) :
    solutions t U = ↑fourPoints := by
  have k1 : 1 ≤ 2 * t / U := (one_le_div hU).2 h
  have hz : ∀ x, 1 ≤ sin x ^ 2 → cos x = 0 := fun x hx =>
    (pow_eq_zero_iff two_ne_zero).1
      (le_antisymm (by linarith [Real.sin_sq_add_cos_sq x]) (sq_nonneg (cos x)))
  ext ⟨a, b⟩
  simp only [solutions, Set.mem_ofPred_eq, Finset.mem_coe, fourPoints, Finset.mem_product,
    Finset.mem_insert, Finset.mem_singleton, ← cos_zero_iff, isStationary_iff ht hU]
  constructor
  · rintro ⟨ha, hb, ⟨x, y⟩ | ⟨s, r, -⟩ | ⟨s, r, -⟩⟩
    · exact ⟨⟨ha, x⟩, hb, y⟩
    · exact ⟨⟨ha, hz a (by rw [s]; nlinarith)⟩, hb, hz b (by rw [r]; nlinarith)⟩
    · exact ⟨⟨ha, hz a (by rw [s]; nlinarith)⟩, hb, hz b (by rw [r]; nlinarith)⟩
  · rintro ⟨⟨ha, x⟩, hb, y⟩
    exact ⟨ha, hb, Or.inl ⟨x, y⟩⟩
```

## Strong repulsion adds four points

For $U>2t$ we have $0<k<1$, so $\theta=\arcsin k$ lies strictly between $0$ and $\pi/2$. An angle whose sine is $\pm k$ has cosine $\pm\cos\theta$, with independent signs; this is `key`. When both sines are $k$, the cosines are opposite and the points are $(\theta,\pi-\theta)$ and $(\pi-\theta,\theta)$. When both are $-k$, the cosines are equal and the points are $(\theta+\pi,\theta+\pi)$ and $(2\pi-\theta,2\pi-\theta)$. The lemma `angle_ext` turns each match of sine and cosine into an equality of angles.

```lean
/-- For `U > 2t` the stationary points with both angles in `[0, 2π)` are those of `eightPoints θ`
with `θ = arcsin (2t/U)`. -/
theorem solutions_strong {t U : ℝ} (ht : 0 < t) (h : 2 * t < U) :
    solutions t U = ↑(eightPoints (arcsin (2 * t / U))) := by
  have hp := Real.pi_pos
  have hU : 0 < U := by linarith
  have k0 : 0 < 2 * t / U := by positivity
  have k1 : 2 * t / U < 1 := (div_lt_one hU).2 h
  have h0 := Real.arcsin_pos.2 k0
  have h1 := Real.arcsin_lt_pi_div_two.2 k1
  have hsin := Real.sin_arcsin (by linarith) k1.le
  generalize arcsin (2 * t / U) = θ at h0 h1 hsin ⊢
  have key : ∀ x, sin x ^ 2 = sin θ ^ 2 → cos x = cos θ ∨ cos x = -cos θ := fun x hx =>
    sq_eq_sq_iff_eq_or_eq_neg.1
      (by linarith [Real.sin_sq_add_cos_sq x, Real.sin_sq_add_cos_sq θ])
  have i1 : θ ∈ Set.Ico 0 (2 * π) := ⟨by linarith, by linarith⟩
  have i2 : π - θ ∈ Set.Ico 0 (2 * π) := ⟨by linarith, by linarith⟩
  have i3 : θ + π ∈ Set.Ico 0 (2 * π) := ⟨by linarith, by linarith⟩
  have i4 : 2 * π - θ ∈ Set.Ico 0 (2 * π) := ⟨by linarith, by linarith⟩
  ext ⟨a, b⟩
  simp only [solutions, Set.mem_ofPred_eq, Finset.mem_coe, eightPoints, fourPoints,
    Finset.mem_product, Finset.mem_insert, Finset.mem_singleton, Prod.mk.injEq,
    ← cos_zero_iff, isStationary_iff ht hU, ← hsin]
  constructor
  · rintro ⟨ha, hb, ⟨x, y⟩ | ⟨s, r, y⟩ | ⟨s, r, y⟩⟩
    · exact Or.inr (Or.inr (Or.inr (Or.inr ⟨⟨ha, x⟩, hb, y⟩)))
    · rcases key a (by rw [s]) with c | c
      · exact Or.inl ⟨angle_ext ha i1 c s,
          angle_ext hb i2 (by rw [Real.cos_pi_sub, y, c]) (by rw [Real.sin_pi_sub, r])⟩
      · exact Or.inr (Or.inl ⟨angle_ext ha i2 (by rw [Real.cos_pi_sub, c])
          (by rw [Real.sin_pi_sub, s]), angle_ext hb i1 (by rw [y, c, neg_neg]) r⟩)
    · rcases key a (by rw [s, neg_sq]) with c | c
      · exact Or.inr (Or.inr (Or.inr (Or.inl
          ⟨angle_ext ha i4 (by rw [Real.cos_two_pi_sub, c]) (by rw [Real.sin_two_pi_sub, s]),
          angle_ext hb i4 (by rw [Real.cos_two_pi_sub, y, c])
            (by rw [Real.sin_two_pi_sub, r])⟩)))
      · exact Or.inr (Or.inr (Or.inl
          ⟨angle_ext ha i3 (by rw [Real.cos_add_pi, c]) (by rw [Real.sin_add_pi, s]),
          angle_ext hb i3 (by rw [Real.cos_add_pi, y, c]) (by rw [Real.sin_add_pi, r])⟩))
  · rintro (⟨ea, eb⟩ | ⟨ea, eb⟩ | ⟨ea, eb⟩ | ⟨ea, eb⟩ | ⟨⟨ha, x⟩, hb, y⟩)
    · rw [ea, eb]
      exact ⟨i1, i2, Or.inr (Or.inl ⟨rfl, Real.sin_pi_sub θ, Real.cos_pi_sub θ⟩)⟩
    · rw [ea, eb]
      exact ⟨i2, i1, Or.inr (Or.inl ⟨Real.sin_pi_sub θ, rfl, by rw [Real.cos_pi_sub, neg_neg]⟩)⟩
    · rw [ea, eb]
      exact ⟨i3, i3, Or.inr (Or.inr ⟨Real.sin_add_pi θ, Real.sin_add_pi θ, rfl⟩)⟩
    · rw [ea, eb]
      exact ⟨i4, i4, Or.inr (Or.inr ⟨Real.sin_two_pi_sub θ, Real.sin_two_pi_sub θ, rfl⟩)⟩
    · exact ⟨ha, hb, Or.inl ⟨x, y⟩⟩
```

Take $t=1$ and $U=4$. Then $k=\frac12$ and $\theta=\pi/6$. At $(\pi/6,5\pi/6)$ the first derivative is

$$-\tfrac{\sqrt3}2-2\cdot\tfrac12\cdot\Big(-\tfrac{\sqrt3}2\Big)=0,$$

and the second vanishes in the same way. The energy there is $-1+2(1-\frac34)=-\frac12$, whereas the bonding solution $(\pi/2,\pi/2)$ has energy $-2+2=0$. Consider an SCF run that always fills the lowest orbital of each Fock matrix, and start it with each spin's density equal on the two sites. Both Fock matrices then have equal diagonal entries, so their lowest orbital is the bonding one, and the run goes to the bonding solution and stays there. With this procedure, the lower energy can be reached only from an initial guess in which at least one spin has unequal densities on the two sites. The total site densities may still be equal, as they are in the solution $(\pi/6,5\pi/6)$ itself.

## Counting the points

The set of four is a product of two two-element sets. For $U>2t$, the first angles of the additional points, $\theta$, $\pi-\theta$, $\theta+\pi$ and $2\pi-\theta$, lie strictly inside four different quadrants. The additional points are therefore distinct from one another and from the original four, which gives $4+4=8$.

The final theorem states both counts for all $t,U>0$, with `ncard` denoting the number of elements of a set. Its proof adds the extra points one at a time, and `linarith` rules out each possible coincidence from $0<\theta<\pi/2$.

```lean
/-- With both angles in `[0, 2π)`, the real UHF energy of the half-filled Hubbard dimer has exactly
four stationary points for `U ≤ 2t` and exactly eight for `U > 2t`. -/
theorem ncard_solutions {t U : ℝ} (ht : 0 < t) (hU : 0 < U) :
    (U ≤ 2 * t → (solutions t U).ncard = 4) ∧ (2 * t < U → (solutions t U).ncard = 8) := by
  have hp := Real.pi_pos
  have hne : π / 2 ≠ 3 * π / 2 := fun h => by linarith
  have c4 : fourPoints.card = 4 := by
    rw [fourPoints, Finset.card_product, Finset.card_pair hne]
  refine ⟨fun h => by rw [solutions_weak ht hU h, Set.ncard_coe_finset, c4], fun h => ?_⟩
  have h0 := Real.arcsin_pos.2 (show 0 < 2 * t / U by positivity)
  have h1 := Real.arcsin_lt_pi_div_two.2 ((div_lt_one hU).2 h)
  rw [solutions_strong ht h, Set.ncard_coe_finset]
  generalize arcsin (2 * t / U) = θ at h0 h1 ⊢
  -- the eight listed points are distinct because 0 < θ < π/2
  rw [eightPoints, Finset.card_insert_of_notMem, Finset.card_insert_of_notMem,
    Finset.card_insert_of_notMem, Finset.card_insert_of_notMem, c4]
  all_goals
    simp only [fourPoints, Finset.mem_product, Finset.mem_insert, Finset.mem_singleton,
      Prod.mk.injEq]
    intro h
    casesm* _ ∨ _, _ ∧ _ <;> linarith

end

end HubbardDimerUHF
```

```lean
#print axioms HubbardDimerUHF.ncard_solutions
```

```
'HubbardDimerUHF.ncard_solutions' depends on axioms: [propext, Classical.choice, Quot.sound]
```
